# Elastic constants of the harmonic Keating model with relaxed sublattices

A homogeneous strain of the diamond lattice fixes the shape of the cell but not the relative position of the two sublattices, so the energy at a given strain needs a definition. Here it is the minimum over a free relative shift $u$, and the elastic constants are the coefficients that reproduce this minimum at every symmetric strain.

An atom has four bonds,
$$b_0=(1,1,1),\quad b_1=(1,-1,-1),\quad b_2=(-1,1,-1),\quad b_3=(-1,-1,1),$$
in units of a quarter of the cubic lattice constant. A symmetric strain $e$ and a shift $u$, in the same length unit, change them by $d_i=e\,b_i+u$. The energy per volume is
$$W=\frac{\alpha}{8}\sum_i (b_i\cdot d_i)^2+\frac{\beta}{16}\sum_{i<j}(b_i\cdot d_j+b_j\cdot d_i)^2 .$$
The constant $\alpha>0$ is the stiffness against bond stretching, and $\beta>0$ the stiffness against changes of the scalar products between bonds, which include bond bending. Both are scaled to have the dimension of an elastic constant.

Let $g=(2e_{yz},2e_{xz},2e_{xy})$ be the engineering shear strains. The claim is that minimizing $W$ over $u$ gives a cubic elastic energy with
$$C_{11}=\alpha+3\beta,\qquad C_{12}=\alpha-\beta,\qquad C_{44}=\frac{4\alpha\beta}{\alpha+\beta},$$
and that the only minimizer is $u^*=-\frac{2C_{12}}{C_{11}+C_{12}}\,g$.

## Separating normal strain from shear

In each bond the product of any two components equals the third. With $t=e_{xx}+e_{yy}+e_{zz}$ this gives
$$b_i\cdot d_i=t+(g+u)\cdot b_i .$$
The bonds sum to zero, and $\sum_i (v\cdot b_i)^2=4|v|^2$ for every vector $v$. The stretching term is therefore $\frac{\alpha}{2}\left(t^2+|g+u|^2\right)$.

For the pairs, put $n_x=e_{xx}-e_{yy}-e_{zz}$, and define $n_y$, $n_z$ cyclically. The pair $(0,1)$ contributes the square of $2n_x-2(g_x-u_x)$, and the pair $(2,3)$ that of $2n_x+2(g_x-u_x)$. Together they give $8n_x^2+8(g_x-u_x)^2$. The pairs $(0,2),(1,3)$ do the same for $y$, and $(0,3),(1,2)$ for $z$. The second term of $W$ is therefore $\frac{\beta}{2}\left(|n|^2+|g-u|^2\right)$.

Let $S=e_{xx}^2+e_{yy}^2+e_{zz}^2$ and $P=e_{xx}e_{yy}+e_{yy}e_{zz}+e_{zz}e_{xx}$. Then $t^2=S+2P$ and $|n|^2=3S-2P$, so
$$W=\frac{\alpha+3\beta}{2}S+(\alpha-\beta)P+\frac{\alpha}{2}|g+u|^2+\frac{\beta}{2}|g-u|^2 .$$
Completing the square turns the last two terms into
$$\frac{\alpha+\beta}{2}\left|u+\frac{\alpha-\beta}{\alpha+\beta}\,g\right|^2+\frac{2\alpha\beta}{\alpha+\beta}|g|^2 .$$
The square vanishes at exactly one $u$. Since $C_{11}+C_{12}=2(\alpha+\beta)$, this is $u^*$, and the remaining term is $\frac{1}{2}C_{44}|g|^2$.

Finally, $C_{11}-C_{12}=4\beta$ and $C_{11}+3C_{12}=4\alpha$, which gives the Keating identity
$$2C_{44}(C_{11}+C_{12})=(C_{11}-C_{12})(C_{11}+3C_{12}).$$

The same square gives a neighbouring result. At $e=0$ it reads $W=\frac{\alpha+\beta}{2}|u|^2$, so the restoring force against a rigid sublattice shift is isotropic, and the three zone-centre optical modes of this model are degenerate.

## Bonds, strain and energy in Lean

```lean
import Mathlib

open Matrix

namespace KeatingElasticConstants

noncomputable section
```

The bonds are explicit real vectors, and the indices 0, 1, 2 of a component stand for $x$, $y$, $z$.

```lean
/-- The four bonds from an atom of the diamond lattice to its nearest neighbours,
in units of a quarter of the cubic lattice constant. -/
def bond : Fin 4 → Fin 3 → ℝ :=
  ![![1, 1, 1], ![1, -1, -1], ![-1, 1, -1], ![-1, -1, 1]]
```

In the next definition `*ᵥ` is the matrix acting on a vector.

```lean
/-- The change of bond `i` under a homogeneous strain `e` and a relative shift `u`
of the two sublattices. -/
def bondChange (e : Matrix (Fin 3) (Fin 3) ℝ) (u : Fin 3 → ℝ) (i : Fin 4) : Fin 3 → ℝ :=
  e *ᵥ bond i + u
```

The energy is the literal sum over bonds and pairs, with `⬝ᵥ` for the scalar product; the condition `i < j` counts each pair once. This harmonic form is the starting point and is not derived from a lattice sum. It contains no anharmonic, Coulomb or thermal terms.

```lean
/-- The harmonic Keating energy: `α` weights the stretching of the four bonds, `β` the
change of the scalar products between the six pairs of bonds. -/
def keatingEnergy (α β : ℝ) (e : Matrix (Fin 3) (Fin 3) ℝ) (u : Fin 3 → ℝ) : ℝ :=
  α / 8 * ∑ i, (bond i ⬝ᵥ bondChange e u i) ^ 2 +
  β / 16 * ∑ i, ∑ j, if i < j then
    (bond i ⬝ᵥ bondChange e u j + bond j ⬝ᵥ bondChange e u i) ^ 2 else 0
```

The vector $g$ is read from the entries above the diagonal, so the theorems about strains assume `e.IsSymm`.

```lean
/-- The engineering shear strains `(2 e_yz, 2 e_xz, 2 e_xy)`. -/
def shear (e : Matrix (Fin 3) (Fin 3) ℝ) : Fin 3 → ℝ :=
  ![2 * e 1 2, 2 * e 0 2, 2 * e 0 1]
```

The cubic energy fixes the convention for the constants: a factor $\frac12$ in front of $C_{11}$ and $C_{44}$, and engineering shear strains.

```lean
/-- The elastic energy of a cubic crystal with elastic constants `C11`, `C12`, `C44`. -/
def cubicEnergy (C11 C12 C44 : ℝ) (e : Matrix (Fin 3) (Fin 3) ℝ) : ℝ :=
  C11 / 2 * (e 0 0 ^ 2 + e 1 1 ^ 2 + e 2 2 ^ 2) +
  C12 * (e 0 0 * e 1 1 + e 1 1 * e 2 2 + e 2 2 * e 0 0) +
  C44 / 2 * (shear e ⬝ᵥ shear e)

/-- The sublattice shift `-2 C12 / (C11 + C12)` times the engineering shear strains,
for `C11 + C12 ≠ 0`. -/
def internalShift (C11 C12 : ℝ) (e : Matrix (Fin 3) (Fin 3) ℝ) : Fin 3 → ℝ :=
  (-(2 * C12 / (C11 + C12))) • shear e
```

## The square and its minimum

The first theorem is the separation derived above. Symmetry replaces the entries below the diagonal, `simp` writes out every bond and component, and `ring` compares the two polynomials.

```lean
/-- For a symmetric strain the Keating energy splits into a part from the normal strains
and a part in which the shear strains compete with the sublattice shift. -/
theorem keatingEnergy_split (α β : ℝ) {e : Matrix (Fin 3) (Fin 3) ℝ} (he : e.IsSymm)
    (u : Fin 3 → ℝ) :
    keatingEnergy α β e u = cubicEnergy (α + 3 * β) (α - β) 0 e +
      α / 2 * ((shear e + u) ⬝ᵥ (shear e + u)) +
      β / 2 * ((shear e - u) ⬝ᵥ (shear e - u)) := by
  have h1 : e 1 0 = e 0 1 := he.apply 0 1
  have h2 : e 2 0 = e 0 2 := he.apply 0 2
  have h3 : e 2 1 = e 1 2 := he.apply 1 2
  -- write out all bonds and components
  simp only [keatingEnergy, cubicEnergy, bondChange, dotProduct, Matrix.mulVec,
    Pi.add_apply, Pi.sub_apply, Fin.sum_univ_four, Fin.sum_univ_three]
  simp [bond, shear, h1, h2, h3]
  ring
```

Completing the square needs only $\alpha+\beta\neq0$. The step `hr` simplifies the fraction in the internal shift to $(\alpha-\beta)/(\alpha+\beta)$; `field_simp` and `ring` then verify the identity.

```lean
/-- Completing the square: for a symmetric strain and `α + β ≠ 0`, the Keating energy is a
cubic elastic energy plus a quadratic term in the deviation of `u` from the internal shift. -/
theorem keatingEnergy_complete_square {α β : ℝ} (h : α + β ≠ 0)
    {e : Matrix (Fin 3) (Fin 3) ℝ} (he : e.IsSymm) (u : Fin 3 → ℝ) :
    keatingEnergy α β e u =
      cubicEnergy (α + 3 * β) (α - β) (4 * α * β / (α + β)) e +
      (α + β) / 2 * ((u - internalShift (α + 3 * β) (α - β) e) ⬝ᵥ
        (u - internalShift (α + 3 * β) (α - β) e)) := by
  have h' : α + 3 * β + (α - β) ≠ 0 := fun h0 => h (by linarith)
  have hr : 2 * (α - β) / (α + 3 * β + (α - β)) = (α - β) / (α + β) := by
    rw [div_eq_div_iff h' h]
    ring
  rw [keatingEnergy_split α β he u]
  unfold internalShift
  rw [hr]
  simp only [cubicEnergy, dotProduct, Fin.sum_univ_three, Pi.add_apply, Pi.sub_apply,
    Pi.smul_apply, smul_eq_mul]
  field_simp
  ring
```

`IsLeast (Set.range ...)` says that the value is attained by some shift and that no shift goes below it. The second part of the theorem says that only `internalShift` attains it. In the proof, equality forces the quadratic term to vanish; its prefactor is positive, so the deviation from the internal shift is zero.

```lean
/-- For `α, β > 0` and a symmetric strain, the minimum of the Keating energy over the
sublattice shift is a cubic elastic energy, attained only at the internal shift. -/
theorem keating_relaxation {α β : ℝ} (hα : 0 < α) (hβ : 0 < β)
    {e : Matrix (Fin 3) (Fin 3) ℝ} (he : e.IsSymm) :
    IsLeast (Set.range (keatingEnergy α β e))
      (cubicEnergy (α + 3 * β) (α - β) (4 * α * β / (α + β)) e) ∧
    ∀ u, keatingEnergy α β e u =
        cubicEnergy (α + 3 * β) (α - β) (4 * α * β / (α + β)) e ↔
      u = internalShift (α + 3 * β) (α - β) e := by
  have hpos : 0 < α + β := by linarith
  have key := keatingEnergy_complete_square hpos.ne' he
  have hn : ∀ v : Fin 3 → ℝ, 0 ≤ v ⬝ᵥ v :=
    fun v => Finset.sum_nonneg fun i _ => mul_self_nonneg (v i)
  have hiff : ∀ u, keatingEnergy α β e u =
        cubicEnergy (α + 3 * β) (α - β) (4 * α * β / (α + β)) e ↔
      u = internalShift (α + 3 * β) (α - β) e := by
    intro u
    constructor
    · intro h
      rw [key u] at h
      -- the square must vanish
      rcases mul_eq_zero.1 (add_eq_left.1 h) with h0 | h0
      · linarith
      · exact sub_eq_zero.1 (dotProduct_self_eq_zero.1 h0)
    · intro h
      rw [key u, h]
      simp
  refine ⟨⟨⟨_, (hiff _).2 rfl⟩, ?_⟩, hiff⟩
  rintro _ ⟨u, rfl⟩
  rw [key u]
  exact le_add_of_nonneg_right (mul_nonneg (by linarith) (hn _))
```

## Which constants are possible

The next theorem shows that no other triple of constants reproduces the relaxed energy. A minimum is unique, so two cubic energies that both equal it must agree. Comparing them at a uniaxial, a biaxial and a pure shear strain fixes $C_{11}$, then $C_{12}$, then $C_{44}$.

```lean
/-- The elastic constants of the Keating model with `α, β > 0`: a cubic elastic energy equals
the relaxed Keating energy at every symmetric strain if and only if `C11 = α + 3β`,
`C12 = α - β` and `C44 = 4αβ/(α + β)`. -/
theorem keating_elastic_constants {α β : ℝ} (hα : 0 < α) (hβ : 0 < β) (C11 C12 C44 : ℝ) :
    (∀ e : Matrix (Fin 3) (Fin 3) ℝ, e.IsSymm →
      IsLeast (Set.range (keatingEnergy α β e)) (cubicEnergy C11 C12 C44 e)) ↔
    C11 = α + 3 * β ∧ C12 = α - β ∧ C44 = 4 * α * β / (α + β) := by
  constructor
  · intro h
    have val : ∀ A B C x y s : ℝ, cubicEnergy A B C !![x, s, 0; s, y, 0; 0, 0, 0] =
        A / 2 * (x ^ 2 + y ^ 2) + B * (x * y) + 2 * C * s ^ 2 := by
      intro A B C x y s
      simp [cubicEnergy, shear, dotProduct, Fin.sum_univ_three]
      ring
    have cmp : ∀ x y s : ℝ,
        C11 / 2 * (x ^ 2 + y ^ 2) + C12 * (x * y) + 2 * C44 * s ^ 2 =
        (α + 3 * β) / 2 * (x ^ 2 + y ^ 2) + (α - β) * (x * y) +
          2 * (4 * α * β / (α + β)) * s ^ 2 := by
      intro x y s
      have hs : (!![x, s, 0; s, y, 0; 0, 0, 0] : Matrix (Fin 3) (Fin 3) ℝ).IsSymm :=
        Matrix.IsSymm.ext (by intro i j; fin_cases i <;> fin_cases j <;> rfl)
      have h0 := (h _ hs).unique (keating_relaxation hα hβ hs).1
      rwa [val, val] at h0
    -- uniaxial, biaxial and pure shear strain fix the three constants
    have h1 := cmp 1 0 0
    have h2 := cmp 1 1 0
    have h3 := cmp 0 0 1
    norm_num only at h1 h2 h3
    exact ⟨by linarith, by linarith, by linarith⟩
  · rintro ⟨rfl, rfl, rfl⟩ e he
    exact (keating_relaxation hα hβ he).1
```

The identity also has a converse, once two inequalities are added. Given the three constants, the proof sets $\alpha=(C_{11}+3C_{12})/4$ and $\beta=(C_{11}-C_{12})/4$. The inequalities make both positive, and the identity supplies the right $C_{44}$. This tests whether a set of cubic elastic constants can be reproduced exactly by this two-parameter harmonic model.

```lean
/-- The Keating identity and its converse: three elastic constants are those of a Keating
model with some `α, β > 0` if and only if `C12 < C11`, `C11 + 3 C12 > 0` and
`2 C44 (C11 + C12) = (C11 - C12)(C11 + 3 C12)`. -/
theorem keating_identity_iff (C11 C12 C44 : ℝ) :
    (∃ α β : ℝ, 0 < α ∧ 0 < β ∧ ∀ e : Matrix (Fin 3) (Fin 3) ℝ, e.IsSymm →
      IsLeast (Set.range (keatingEnergy α β e)) (cubicEnergy C11 C12 C44 e)) ↔
    C12 < C11 ∧ 0 < C11 + 3 * C12 ∧
      2 * C44 * (C11 + C12) = (C11 - C12) * (C11 + 3 * C12) := by
  constructor
  · rintro ⟨α, β, hα, hβ, h⟩
    obtain ⟨rfl, rfl, rfl⟩ := (keating_elastic_constants hα hβ _ _ _).1 h
    have hne : α + β ≠ 0 := by linarith
    refine ⟨by linarith, by linarith, ?_⟩
    field_simp
    ring
  · rintro ⟨h1, h2, h3⟩
    -- the force constants are read off from C11 and C12
    have hα : 0 < (C11 + 3 * C12) / 4 := by linarith
    have hβ : 0 < (C11 - C12) / 4 := by linarith
    refine ⟨_, _, hα, hβ, (keating_elastic_constants hα hβ _ _ _).2
      ⟨by ring, by ring, ?_⟩⟩
    rw [eq_div_iff (add_pos hα hβ).ne']
    linear_combination h3 / 4
```

## Shear with clamped sublattices

Setting $u=0$ leaves $\frac{\alpha+\beta}{2}|g|^2$ as the shear energy, so the clamped $C_{44}$ is $\alpha+\beta$, while $C_{11}$ and $C_{12}$ are unchanged.

```lean
/-- With the sublattices clamped (`u = 0`), the Keating energy of a symmetric strain is a
cubic elastic energy with the same `C11` and `C12` but with `C44 = α + β`. -/
theorem keating_clamped (α β : ℝ) {e : Matrix (Fin 3) (Fin 3) ℝ} (he : e.IsSymm) :
    keatingEnergy α β e 0 = cubicEnergy (α + 3 * β) (α - β) (α + β) e := by
  rw [keatingEnergy_split α β he 0]
  simp only [cubicEnergy, add_zero, sub_zero]
  ring
```

The relaxed value is smaller exactly when $4\alpha\beta<(\alpha+\beta)^2$, that is, when $(\alpha-\beta)^2>0$. A simulation of this harmonic model that strains the cell without relaxing the internal coordinates therefore overestimates $C_{44}$ unless $\alpha=\beta$.

```lean
/-- For `α, β > 0` the relaxed shear constant `4αβ/(α + β)` lies strictly below the clamped
value `α + β` if and only if `α ≠ β`. -/
theorem relaxed_shear_lt_clamped_iff {α β : ℝ} (hα : 0 < α) (hβ : 0 < β) :
    4 * α * β / (α + β) < α + β ↔ α ≠ β := by
  rw [div_lt_iff₀ (add_pos hα hβ)]
  constructor
  · intro h hab
    subst hab
    nlinarith
  · intro h
    have h0 : α - β ≠ 0 := sub_ne_zero.2 h
    have h1 : 0 < (α - β) ^ 2 := by positivity
    nlinarith

end

end KeatingElasticConstants
```

```lean
#print axioms KeatingElasticConstants.keating_elastic_constants
-- 'KeatingElasticConstants.keating_elastic_constants' depends on axioms: [propext, Classical.choice, Quot.sound]
#print axioms KeatingElasticConstants.keating_identity_iff
-- 'KeatingElasticConstants.keating_identity_iff' depends on axioms: [propext, Classical.choice, Quot.sound]
#print axioms KeatingElasticConstants.keating_clamped
-- 'KeatingElasticConstants.keating_clamped' depends on axioms: [propext, Classical.choice, Quot.sound]
#print axioms KeatingElasticConstants.relaxed_shear_lt_clamped_iff
-- 'KeatingElasticConstants.relaxed_shear_lt_clamped_iff' depends on axioms: [propext, Classical.choice, Quot.sound]
```
